# Total variance of orthonormal orbitals is at least half the squared norm of [P, X], for real symmetric X

## Localising occupied orbitals along one direction

After a self-consistent-field calculation, the occupied orbitals can be localised along one coordinate by diagonalising the matrix of that coordinate between them. The result below shows that, for real orbitals in a finite basis, this step reaches the least total variance that any orthogonal mixing can give. The minimum depends only on the occupied space.

Let $w_1,\dots,w_k\in\mathbb R^n$ be orthonormal, let $P$ be the orthogonal projector on their span, and let $X$ be the real symmetric matrix of the coordinate. The total variance is
$$S=\sum_i\left(\langle w_i,X^2w_i\rangle-\langle w_i,Xw_i\rangle^2\right).$$

## An exact split of the variance

With $\|A\|^2=\sum_{ij}A_{ij}^2$, the claim is
$$S=\tfrac12\|PX-XP\|^2+\sum_{i\ne j}\langle w_i,Xw_j\rangle^2 .$$

Put the orbitals in the rows of $W$. Then $WW^T=1$ and $P=W^TW$, so $P^T=P$ and $P^2=W^T(WW^T)W=P$. If $Pv=v$, then $v=W^T(Wv)$ is a combination of the orbitals; conversely, $PW^Tc=W^Tc$ for every coefficient vector $c$.

Since $(PX-XP)^T=XP-PX$, cyclicity of the trace and $P^2=P$ give
$$\begin{aligned}\|PX-XP\|^2&=\mathrm{tr}(PX^2P)-\mathrm{tr}(PXPX)-\mathrm{tr}(XPXP)+\mathrm{tr}(XP^2X)\\&=2\,\mathrm{tr}(PX^2)-2\,\mathrm{tr}(PXPX).\end{aligned}$$

Let $M=WXW^T$, with entries $M_{ij}=\langle w_i,Xw_j\rangle$. Then
$$\mathrm{tr}(PX^2)=\mathrm{tr}(WX^2W^T)=\sum_i\langle w_i,X^2w_i\rangle,\qquad \mathrm{tr}(PXPX)=\mathrm{tr}(M^2)=\sum_{ij}M_{ij}^2 .$$
Hence $\frac12\|PX-XP\|^2=\sum_i\langle w_i,X^2w_i\rangle-\sum_{ij}M_{ij}^2$. Subtracting this from $S$ leaves $\sum_{i\neq j}M_{ij}^2\ge0$, which gives the bound. Equality holds exactly when $M$ is diagonal.

## Mixing the orbitals, and two directions at once

For orthogonal $U$, the rows of $UW$ are again orthonormal, and $(UW)^TUW=W^TW=P$. The bound is therefore unchanged, while $M$ becomes $UMU^T$. Taking eigenvectors of $M$ as the rows of $U$ makes this diagonal and attains the bound.

If the same orbitals attain the bounds for $X$ and $Y$, both matrices between orbitals, $M_X$ and $M_Y$, are diagonal and commute. Since $PXP=W^TM_XW$, we get $PXP\,PYP=W^TM_XM_YW=PYP\,PXP$.

Adding the split for three coordinate matrices gives a lower bound on the three-dimensional spread. Unlike the bound for one coordinate, it cannot always be reached: equality requires all three couplings to vanish for the same orbitals, so the three projected matrices must commute with each other. This sum has no theorem of its own in the code.

## What the Lean statements say

The type `n` labels an orthonormal basis, `k` labels the orbitals, and `W i` is orbital $w_i$. The hypotheses `hW` and `hX` state orthonormality and symmetry. `spread` is $S$, `frobSq` is the squared norm, and `coupling` is the sum over $i\ne j$, which counts each pair twice.

Orthogonality without unit length is not enough: for $n=k=1$, $w_1=2$ and $X=1$, the variance expression is $4-16=-12$, while the commutator vanishes.

The definition of `spread` uses $X^2$ in place of the matrix $Q$ of $x^2$; in a truncated basis the two generally differ. Using $Q$ instead adds $\mathrm{tr}(P(Q-X^2))$ to $S$. Orthogonal mixing leaves this term unchanged, so the same orbitals minimise the variance, but the minimum value shifts by that amount.

```lean
import Mathlib

open Matrix Finset

namespace LocalisationSpread

variable {n k : Type*} [Fintype n] [Fintype k] [DecidableEq n] [DecidableEq k]

/-- The matrix `P = ∑ᵢ wᵢ wᵢᵀ` built from the orbitals `wᵢ`, which are the rows of `W`. -/
def projector (W : Matrix k n ℝ) : Matrix n n ℝ := Wᵀ * W

/-- The squared Frobenius norm, the sum of the squares of all entries. -/
def frobSq {m : Type*} [Fintype m] (A : Matrix m m ℝ) : ℝ := ∑ i, ∑ j, A i j ^ 2

/-- The localisation functional: the sum over the orbitals of `⟨wᵢ, X² wᵢ⟩ - ⟨wᵢ, X wᵢ⟩²`. -/
def spread (W : Matrix k n ℝ) (X : Matrix n n ℝ) : ℝ :=
  ∑ i, (W i ⬝ᵥ (X * X) *ᵥ W i - (W i ⬝ᵥ X *ᵥ W i) ^ 2)

/-- The sum of the squared matrix elements of `X` between different orbitals. -/
def coupling (W : Matrix k n ℝ) (X : Matrix n n ℝ) : ℝ :=
  ∑ i, ∑ j ∈ univ.erase i, (W i ⬝ᵥ X *ᵥ W j) ^ 2

omit [DecidableEq n] [Fintype k] [DecidableEq k] in
/-- The matrix element `⟨wᵢ, A wⱼ⟩` is the `(i, j)` entry of `W A Wᵀ`. -/
theorem element_eq (W : Matrix k n ℝ) (A : Matrix n n ℝ) (i j : k) :
    W i ⬝ᵥ A *ᵥ W j = (W * A * Wᵀ) i j := by
  rw [Matrix.mul_assoc]
  rfl

omit [DecidableEq n] in
/-- For orthonormal orbitals, `P` is symmetric and idempotent, and the vectors it leaves
unchanged are exactly those in the span of the orbitals. -/
theorem projector_spec (W : Matrix k n ℝ) (hW : W * Wᵀ = 1) :
    (projector W)ᵀ = projector W ∧ projector W * projector W = projector W ∧
      ∀ v, projector W *ᵥ v = v ↔ v ∈ Submodule.span ℝ (Set.range fun i => W i) := by
  have hc : ∀ c : k → ℝ, ∑ i, c i • W i = Wᵀ *ᵥ c := by
    intro c
    ext a
    simp [Matrix.mulVec, dotProduct, Finset.sum_apply, mul_comm]
  refine ⟨by simp [projector, Matrix.transpose_mul], ?_, fun v => ?_⟩
  · calc Wᵀ * W * (Wᵀ * W) = Wᵀ * (W * Wᵀ) * W := by simp only [Matrix.mul_assoc]
      _ = Wᵀ * W := by rw [hW, Matrix.mul_one]
  · rw [Submodule.mem_span_range_iff_exists_fun]
    constructor
    · intro h
      refine ⟨W *ᵥ v, ?_⟩
      rw [hc, Matrix.mulVec_mulVec]
      exact h
    · rintro ⟨c, rfl⟩
      rw [hc, projector, Matrix.mulVec_mulVec, Matrix.mul_assoc, hW, Matrix.mul_one]

/-- For orthonormal orbitals and symmetric `X`, the spread is half the squared Frobenius norm
of `P X - X P` plus the squared couplings between different orbitals. -/
theorem spread_eq (W : Matrix k n ℝ) (X : Matrix n n ℝ) (hW : W * Wᵀ = 1) (hX : Xᵀ = X) :
    spread W X = frobSq (projector W * X - X * projector W) / 2 + coupling W X := by
  obtain ⟨hP, hPP, -⟩ := projector_spec W hW
  have hM : (W * X * Wᵀ)ᵀ = W * X * Wᵀ := by
    simp [Matrix.transpose_mul, hX, Matrix.mul_assoc]
  -- the commutator norm as a trace
  have h1 : frobSq (projector W * X - X * projector W) =
      2 * (trace (projector W * (X * X)) - trace (projector W * X * (projector W * X))) := by
    have hf : ∀ A : Matrix n n ℝ, frobSq A = trace (A * Aᵀ) := by
      intro A
      simp [frobSq, Matrix.trace, Matrix.mul_apply, sq]
    rw [hf, Matrix.transpose_sub, Matrix.transpose_mul, Matrix.transpose_mul, hP, hX]
    generalize projector W = P at hPP ⊢
    have e : (P * X - X * P) * (X * P - P * X) =
        P * (X * X) * P - P * X * (P * X) - X * (P * X * P) + X * (P * P * X) := by
      noncomm_ring
    have t1 : trace (P * (X * X) * P) = trace (P * (X * X)) := by
      rw [Matrix.trace_mul_comm, ← Matrix.mul_assoc, hPP]
    have t2 : trace (X * (P * X * P)) = trace (P * X * (P * X)) := by
      rw [Matrix.trace_mul_comm, Matrix.mul_assoc (P * X) P X]
    have t3 : trace (X * (P * X)) = trace (P * (X * X)) := by
      rw [Matrix.trace_mul_comm, Matrix.mul_assoc]
    rw [e, hPP, Matrix.trace_add, Matrix.trace_sub, Matrix.trace_sub, t1, t2, t3]
    ring
  -- both traces in terms of the orbitals
  have h2 : trace (projector W * (X * X)) = ∑ i, (W * (X * X) * Wᵀ) i i := by
    rw [projector, Matrix.mul_assoc, Matrix.trace_mul_comm]
    rfl
  have h3 : trace (projector W * X * (projector W * X)) = ∑ i, ∑ j, (W * X * Wᵀ) i j ^ 2 := by
    have e : projector W * X * (projector W * X) = Wᵀ * (W * X * Wᵀ * (W * X)) := by
      simp only [projector, Matrix.mul_assoc]
    have e' : W * X * Wᵀ * (W * X) * Wᵀ = W * X * Wᵀ * (W * X * Wᵀ)ᵀ := by
      rw [hM]
      simp only [Matrix.mul_assoc]
    rw [e, Matrix.trace_mul_comm, e']
    generalize W * X * Wᵀ = M
    simp [Matrix.trace, Matrix.mul_apply, sq]
  -- split the double sum into diagonal and off-diagonal parts
  have h4 : ∑ i, ∑ j, (W * X * Wᵀ) i j ^ 2 =
      ∑ i, (W * X * Wᵀ) i i ^ 2 + ∑ i, ∑ j ∈ univ.erase i, (W * X * Wᵀ) i j ^ 2 := by
    rw [← Finset.sum_add_distrib]
    exact Finset.sum_congr rfl fun i _ =>
      (Finset.add_sum_erase univ (fun j => (W * X * Wᵀ) i j ^ 2) (Finset.mem_univ i)).symm
  simp only [spread, coupling, element_eq, Finset.sum_sub_distrib]
  linarith

/-- For orthonormal orbitals and symmetric `X`, the total variance is at least half the squared
Frobenius norm of `P X - X P`. -/
theorem spread_ge (W : Matrix k n ℝ) (X : Matrix n n ℝ) (hW : W * Wᵀ = 1) (hX : Xᵀ = X) :
    frobSq (projector W * X - X * projector W) / 2 ≤ spread W X := by
  have h : 0 ≤ coupling W X := Finset.sum_nonneg fun i _ => Finset.sum_nonneg fun j _ => sq_nonneg _
  linarith [spread_eq W X hW hX]

/-- For orthonormal orbitals and symmetric `X`, the bound is attained exactly when `X` has no
matrix element between different orbitals. -/
theorem spread_eq_iff (W : Matrix k n ℝ) (X : Matrix n n ℝ) (hW : W * Wᵀ = 1) (hX : Xᵀ = X) :
    spread W X = frobSq (projector W * X - X * projector W) / 2 ↔
      ∀ i j, i ≠ j → W i ⬝ᵥ X *ᵥ W j = 0 := by
  rw [spread_eq W X hW hX, add_eq_left, coupling,
    Finset.sum_eq_zero_iff_of_nonneg fun i _ => Finset.sum_nonneg fun j _ => sq_nonneg _]
  constructor
  · intro h i j hij
    have hi := (Finset.sum_eq_zero_iff_of_nonneg fun j _ => sq_nonneg _).mp (h i (mem_univ i))
    exact pow_eq_zero_iff two_ne_zero |>.mp (hi j (mem_erase.mpr ⟨hij.symm, mem_univ j⟩))
  · intro h i _
    refine Finset.sum_eq_zero fun j hj => ?_
    rw [h i j (ne_of_mem_erase hj).symm]
    norm_num

omit [DecidableEq n] in
/-- An orthogonal mixing `U` of orthonormal orbitals gives orthonormal orbitals with the same
projector. -/
theorem projector_rotate (W : Matrix k n ℝ) (U : Matrix k k ℝ) (hW : W * Wᵀ = 1)
    (hU : U * Uᵀ = 1) : (U * W) * (U * W)ᵀ = 1 ∧ projector (U * W) = projector W := by
  constructor
  · calc (U * W) * (U * W)ᵀ = U * (W * Wᵀ) * Uᵀ := by
          simp only [Matrix.transpose_mul, Matrix.mul_assoc]
      _ = 1 := by rw [hW, Matrix.mul_one, hU]
  · calc (U * W)ᵀ * (U * W) = Wᵀ * (Uᵀ * U) * W := by
          simp only [Matrix.transpose_mul, Matrix.mul_assoc]
      _ = Wᵀ * W := by rw [mul_eq_one_comm.mp hU, Matrix.mul_one]

/-- For symmetric `X`, some orthogonal mixing of any given orthonormal orbitals attains the
bound. -/
theorem exists_optimal_rotation (W : Matrix k n ℝ) (X : Matrix n n ℝ) (hW : W * Wᵀ = 1)
    (hX : Xᵀ = X) : ∃ U : Matrix k k ℝ, U * Uᵀ = 1 ∧
      spread (U * W) X = frobSq (projector W * X - X * projector W) / 2 := by
  have hM : (W * X * Wᵀ).IsHermitian := by
    rw [Matrix.IsHermitian, Matrix.conjTranspose_eq_transpose_of_trivial]
    simp [Matrix.transpose_mul, hX, Matrix.mul_assoc]
  -- the rows of `U` are orthonormal eigenvectors of `W X Wᵀ`
  let U : Matrix k k ℝ := fun i => (hM.eigenvectorBasis i).ofLp
  have hU : U * Uᵀ = 1 := by
    ext i j
    have h := orthonormal_iff_ite.mp hM.eigenvectorBasis.orthonormal i j
    rw [PiLp.inner_apply] at h
    rw [Matrix.mul_apply, Matrix.one_apply, ← h]
    refine Finset.sum_congr rfl fun a _ => ?_
    change (hM.eigenvectorBasis i).ofLp a * (hM.eigenvectorBasis j).ofLp a = _
    simp [mul_comm]
  obtain ⟨hUW, hP⟩ := projector_rotate W U hW hU
  refine ⟨U, hU, ?_⟩
  rw [← hP, spread_eq_iff (U * W) X hUW hX]
  intro i j hij
  have e : U * W * X * (U * W)ᵀ = U * (W * X * Wᵀ) * Uᵀ := by
    simp only [Matrix.transpose_mul, Matrix.mul_assoc]
  have hev : (W * X * Wᵀ) *ᵥ U j = hM.eigenvalues j • U j := hM.mulVec_eigenvectorBasis j
  have h0 : U i ⬝ᵥ U j = 0 := by
    have h : (U * Uᵀ) i j = 0 := by rw [hU, Matrix.one_apply_ne hij]
    exact h
  rw [element_eq, e, ← element_eq, hev, dotProduct_smul, h0, smul_zero]

/-- If the same orthonormal orbitals attain the bound for two symmetric matrices `X` and `Y`,
then the projected matrices `P X P` and `P Y P` commute. -/
theorem projected_commute (W : Matrix k n ℝ) (X Y : Matrix n n ℝ) (hW : W * Wᵀ = 1)
    (hX : Xᵀ = X) (hY : Yᵀ = Y)
    (hsX : spread W X = frobSq (projector W * X - X * projector W) / 2)
    (hsY : spread W Y = frobSq (projector W * Y - Y * projector W) / 2) :
    Commute (projector W * X * projector W) (projector W * Y * projector W) := by
  -- if `Z` has no matrix element between different orbitals, `W Z Wᵀ` is a diagonal matrix
  have diag : ∀ Z : Matrix n n ℝ, (∀ i j, i ≠ j → W i ⬝ᵥ Z *ᵥ W j = 0) →
      ∃ d : k → ℝ, W * Z * Wᵀ = Matrix.diagonal d := by
    intro Z h
    refine ⟨fun i => (W * Z * Wᵀ) i i, ?_⟩
    ext i j
    by_cases hij : i = j
    · subst hij
      rw [Matrix.diagonal_apply_eq]
    · rw [Matrix.diagonal_apply_ne _ hij, ← element_eq, h i j hij]
  obtain ⟨a, ha⟩ := diag X ((spread_eq_iff W X hW hX).mp hsX)
  obtain ⟨b, hb⟩ := diag Y ((spread_eq_iff W Y hW hY).mp hsY)
  have lift : ∀ Z : Matrix n n ℝ,
      projector W * Z * projector W = Wᵀ * (W * Z * Wᵀ) * W := by
    intro Z
    simp only [projector, Matrix.mul_assoc]
  have prod : ∀ A B : Matrix k k ℝ, Wᵀ * A * W * (Wᵀ * B * W) = Wᵀ * (A * B) * W := by
    intro A B
    calc Wᵀ * A * W * (Wᵀ * B * W) = Wᵀ * A * (W * Wᵀ) * B * W := by
          simp only [Matrix.mul_assoc]
      _ = Wᵀ * (A * B) * W := by rw [hW, Matrix.mul_one, Matrix.mul_assoc Wᵀ A B]
  have hab : Matrix.diagonal a * Matrix.diagonal b = Matrix.diagonal b * Matrix.diagonal a := by
    simp only [Matrix.diagonal_mul_diagonal, mul_comm]
  rw [commute_iff_eq, lift X, lift Y, ha, hb, prod, prod, hab]

end LocalisationSpread
```

```lean
#print axioms LocalisationSpread.spread_ge
-- 'LocalisationSpread.spread_ge' depends on axioms: [propext, Classical.choice, Quot.sound]
#print axioms LocalisationSpread.exists_optimal_rotation
-- 'LocalisationSpread.exists_optimal_rotation' depends on axioms: [propext, Classical.choice, Quot.sound]
#print axioms LocalisationSpread.projected_commute
-- 'LocalisationSpread.projected_commute' depends on axioms: [propext, Classical.choice, Quot.sound]
```

## From traces to Lean

`projector_spec` establishes the properties of $P$. In `spread_eq`, `h1` is the commutator computation: `noncomm_ring` expands the product, and `t1`, `t2` and `t3` apply cyclicity. `h2` and `h3` turn the traces into sums over orbitals, `h4` separates the diagonal, and `linarith` combines the equations.

`spread_ge` uses that `coupling` is a sum of squares. `spread_eq_iff` adds that such a sum vanishes only if every term does.

`projector_rotate` handles the mixing. `exists_optimal_rotation` builds `U` from Mathlib's `eigenvectorBasis` for $M$; the eigenvalue equation and orthogonality of the rows remove the off-diagonal elements.

In `projected_commute`, `spread_eq_iff` turns equality in the bound into vanishing off-diagonal elements, `diag` writes the result as a diagonal matrix, `lift` writes $PZP$ as $W^T(WZW^T)W$, and `prod` multiplies two such expressions using $WW^T=1$.
